# Odd states of one-dimensional hydrogen at the Rydberg energies

## Checking a solver for motion along the field

A numerical solver for the electron's motion along a strong magnetic field can be checked by giving it the bare potential $-1/|z|$ and comparing its odd levels with $-1/(2n^2)$, $n=1,2,\dots$, both in atomic units. Exact states with these energies are constructed below. They bear on hydrogen in a strong field only in an idealised limit: one electron, a fixed nucleus, and transverse motion frozen into a Landau orbital of negligible width.

## The state and its equation

In atomic units, with $z$ the coordinate along the field and $n\ge1$, let

$$u(z)=z\,P(|z|)\,e^{-|z|/n},\qquad P(s)=\sum_{k<n}c_k s^k,\qquad c_k=\binom{n}{k+1}\frac{(-2/n)^k}{k!}.$$

Since $(k+2)\binom{n}{k+2}=(n-k-1)\binom{n}{k+1}$, the coefficients satisfy

$$(k+2)(k+1)\,c_{k+1}=\left(\frac{2(k+1)}{n}-2\right)c_k .$$

Put $f(s)=sP(s)$. The coefficients of $s^k$ in $f''$, $f'$ and $P$ are $(k+2)(k+1)c_{k+1}$, $(k+1)c_k$ and $c_k$, so the recurrence says

$$f''=\frac2n f'-2P .$$

For $z>0$ we have $u=f(z)e^{-z/n}$. Differentiating twice and using $P=f/z$,

$$u''=\left(f''-\frac2n f'+\frac{f}{n^2}\right)e^{-z/n}=\left(\frac1{n^2}-\frac2z\right)u .$$

Because $u$ is odd, the same holds for $z<0$ with $|z|$ in place of $z$. Multiplying by $-\tfrac12$ and subtracting $u/|z|$ gives

$$-\tfrac12u''-\frac{u}{|z|}=-\frac{u}{2n^2}\qquad(z\neq0).$$

## Slope at the nucleus and decay at infinity

At the origin, $u(z)/z=P(|z|)e^{-|z|/n}\to c_0=n$. Hence $u'(0)=n$, and $u$ is not identically zero.

The product $(1+z^2)u^2$ is a polynomial in $|z|$ times $e^{-2|z|/n}$. It is bounded by some $M$, because $s^ke^{-as}\le k!/a^k$ for $s\ge0$ and $a>0$. So $u^2\le M/(1+z^2)$, which is integrable. The file stops at integrability; direct integration gives $\int u^2\,dz=n^5/2$, so the normalised state has slope $\sqrt2\,n^{-3/2}$ at the nucleus.

## What the theorem says

`oddState n` is $u$, and `coulombHamiltonian` is $H\psi=-\psi''/2-\psi/|z|$, acting on real functions. For `1 ≤ n`, `odd_states_have_rydberg_energies` states that $u$ is odd, differentiable everywhere, somewhere nonzero and square-integrable (`Integrable` applied to $u^2$). For every $z\ne0$ it adds that $u'$ is differentiable and $Hu=-u/(2n^2)$. The differentiability clause matters because Lean's `deriv` returns 0 where no derivative exists.

The theorem does not say that these are all the odd bound states. It leaves aside even states, the choice of a self-adjoint domain for $H$, and the derivation of the one-dimensional potential from the magnetic problem.

## Where the conditions are needed

Take $n=1$, so that $u=ze^{-|z|}$ and $u'=(1-|z|)e^{-|z|}$. At $z=0$ the slope of $u'$ is $2$ from the left and $-2$ from the right: $u'$ has a corner, and the condition $z\ne0$ is needed. For $n=0$ the sum is empty and $u$ vanishes identically.

## The file and its proof

```lean
import Mathlib

open Polynomial

namespace OneDimensionalHydrogen

noncomputable section

/-- The one-dimensional Coulomb Hamiltonian in atomic units, `Hψ = -ψ''/2 - ψ/|z|`,
for `z ≠ 0`. -/
def coulombHamiltonian (ψ : ℝ → ℝ) (z : ℝ) : ℝ :=
  -(1 / 2) * deriv (deriv ψ) z - ψ z / |z|

/-- The odd state `u(z) = z P(|z|) exp(-|z|/n)` with its explicit polynomial `P`, for `n ≥ 1`. -/
def oddState (n : ℕ) (z : ℝ) : ℝ :=
  z * (∑ k ∈ Finset.range n,
    (n.choose (k + 1) : ℝ) * (-2 * |z| / n) ^ k / (k.factorial : ℝ)) * Real.exp (-|z| / n)

/-- The coefficient of `s^k` in the polynomial factor `P(s)`, for `n ≥ 1`. -/
def coulombCoeff (n k : ℕ) : ℝ :=
  (n.choose (k + 1) : ℝ) * (-2 / (n : ℝ)) ^ k / (k.factorial : ℝ)

/-- The polynomial factor `P(s)` of the odd state, for `n ≥ 1`. -/
def coulombPoly (n : ℕ) : ℝ[X] :=
  ∑ k ∈ Finset.range n, C (coulombCoeff n k) * X ^ k

/-- The two-term recurrence between successive coefficients of `P`. -/
theorem coulombCoeff_succ {n : ℕ} (hn : 1 ≤ n) (k : ℕ) :
    coulombCoeff n (k + 1) * (k + 2) * (k + 1) =
      (2 / (n : ℝ) * (k + 1) - 2) * coulombCoeff n k := by
  have hn0 : (n : ℝ) ≠ 0 := by positivity
  have hf : (k.factorial : ℝ) ≠ 0 := by positivity
  have hk : (k : ℝ) + 1 ≠ 0 := by positivity
  have h : (n.choose (k + 1 + 1) : ℝ) * (k + 2) = n.choose (k + 1) * (n - (k + 1)) := by
    rcases le_or_gt (k + 1) n with hle | hlt
    · have h1 := congrArg (Nat.cast : ℕ → ℝ) (Nat.choose_succ_right_eq n (k + 1))
      push_cast [Nat.cast_sub hle] at h1
      linear_combination h1
    · rw [Nat.choose_eq_zero_of_lt hlt, Nat.choose_eq_zero_of_lt (Nat.lt_succ_of_lt hlt)]
      simp
  have e : 2 / (n : ℝ) * (k + 1) - 2 = (-2 / (n : ℝ)) * (n - (k + 1)) := by
    field_simp
    ring
  rw [e]
  unfold coulombCoeff
  rw [Nat.factorial_succ, pow_succ]
  push_cast
  generalize -2 / (n : ℝ) = q
  calc (n.choose (k + 1 + 1) : ℝ) * (q ^ k * q) / ((k + 1) * k.factorial) * (k + 2) * (k + 1)
      = ((n.choose (k + 1 + 1) : ℝ) * (k + 2)) * (q ^ k * q) / k.factorial := by
        field_simp
    _ = q * (n - (k + 1)) * (n.choose (k + 1) * q ^ k / k.factorial) := by
        rw [h]
        ring

lemma coulombPoly_coeff (n k : ℕ) : (coulombPoly n).coeff k = coulombCoeff n k := by
  unfold coulombPoly
  rw [Polynomial.finsetSum_coeff]
  simp only [coeff_C_mul_X_pow]
  rw [Finset.sum_ite_eq]
  split_ifs with h
  · rfl
  · have hlt : n < k + 1 := by
      rw [Finset.mem_range] at h
      omega
    simp [coulombCoeff, Nat.choose_eq_zero_of_lt hlt]

/-- The polynomial `f(s) = s P(s)` obeys `f'' = (2/n) f' - 2P`. -/
theorem coulombPoly_ode {n : ℕ} (hn : 1 ≤ n) :
    derivative (derivative (X * coulombPoly n)) =
      C (2 / (n : ℝ)) * derivative (X * coulombPoly n) - C 2 * coulombPoly n := by
  ext k
  simp only [coeff_derivative, coeff_sub, coeff_C_mul, coeff_X_mul, coulombPoly_coeff]
  push_cast
  linear_combination coulombCoeff_succ hn k

lemma oddState_eq (n : ℕ) (z : ℝ) :
    oddState n z = z * ((coulombPoly n).eval |z| * Real.exp (-|z| / n)) := by
  have h : (coulombPoly n).eval |z| = ∑ k ∈ Finset.range n,
      (n.choose (k + 1) : ℝ) * (-2 * |z| / n) ^ k / (k.factorial : ℝ) := by
    unfold coulombPoly
    rw [Polynomial.eval_finsetSum]
    refine Finset.sum_congr rfl fun k _ => ?_
    have e : -2 * |z| / (n : ℝ) = -2 / n * |z| := by ring
    simp only [coulombCoeff, eval_mul, eval_C, eval_pow, eval_X]
    rw [e, mul_pow]
    ring
  rw [h, oddState, mul_assoc]

lemma hasDerivAt_polyExp_abs (a : ℝ) (Q : ℝ[X]) {z : ℝ} (hz : z ≠ 0) :
    HasDerivAt (fun t : ℝ => Q.eval |t| * Real.exp (-|t| / a))
      ((derivative Q - C (1 / a) * Q).eval |z| * Real.exp (-|z| / a) * (z / |z|)) z := by
  have habs : HasDerivAt (fun t : ℝ => |t|) (z / |z|) z := by
    rcases lt_or_gt_of_ne hz with h | h
    · rw [abs_of_neg h, div_neg, div_self hz]
      exact hasDerivAt_abs_neg h
    · rw [abs_of_pos h, div_self hz]
      exact hasDerivAt_abs_pos h
  have h2 : HasDerivAt (fun t : ℝ => Real.exp (-t / a))
      (Real.exp (-|z| / a) * (-1 / a)) |z| :=
    ((hasDerivAt_id' |z|).fun_neg.div_const a).exp
  have h3 : HasDerivAt (fun t : ℝ => Q.eval t * Real.exp (-t / a))
      ((derivative Q - C (1 / a) * Q).eval |z| * Real.exp (-|z| / a)) |z| := by
    refine ((Q.hasDerivAt |z|).fun_mul h2).congr_deriv ?_
    simp only [eval_sub, eval_mul, eval_C]
    ring
  exact HasDerivAt.comp z h3 habs

/-- The first derivative of the odd state at every point of the line, the nucleus included:
`u'(z) = (f' - f/n)(|z|) exp(-|z|/n)` with `f(s) = s P(s)`. -/
theorem hasDerivAt_oddState (n : ℕ) (z : ℝ) :
    HasDerivAt (oddState n)
      ((derivative (X * coulombPoly n) - C (1 / (n : ℝ)) * (X * coulombPoly n)).eval |z| *
        Real.exp (-|z| / n)) z := by
  rw [show oddState n = fun t => t * ((coulombPoly n).eval |t| * Real.exp (-|t| / n)) from
    funext (oddState_eq n)]
  rcases eq_or_ne z 0 with rfl | hz
  · -- at the nucleus the difference quotient is the continuous factor multiplying `z`
    have hc : Continuous (fun t : ℝ => (coulombPoly n).eval |t| * Real.exp (-|t| / n)) :=
      ((coulombPoly n).continuous.comp continuous_abs).mul (by fun_prop)
    rw [hasDerivAt_iff_tendsto_slope]
    have h0 := (hc.tendsto 0).mono_left (nhdsWithin_le_nhds (s := {(0 : ℝ)}ᶜ))
    convert h0.congr' ?_ using 2
    · simp [derivative_mul]
    · filter_upwards [self_mem_nhdsWithin] with t ht
      have ht' : t ≠ 0 := ht
      simp only [slope_def_field, zero_mul, sub_zero]
      exact (mul_div_cancel_left₀ _ ht').symm
  · have hzz : z * (z / |z|) = |z| := by
      rw [← mul_div_assoc, ← abs_mul_abs_self z, mul_self_div_self]
    refine ((hasDerivAt_id' z).fun_mul
      (hasDerivAt_polyExp_abs n (coulombPoly n) hz)).congr_deriv ?_
    simp only [derivative_mul, derivative_X, eval_sub, eval_add, eval_mul, eval_X, eval_C,
      one_mul]
    linear_combination ((derivative (coulombPoly n)).eval |z| -
      1 / (n : ℝ) * (coulombPoly n).eval |z|) * Real.exp (-|z| / n) * hzz

/-- The slope of the odd state at the nucleus is `n`. -/
theorem oddState_slope_nucleus (n : ℕ) : HasDerivAt (oddState n) n 0 := by
  have h0 : (coulombPoly n).eval 0 = n := by
    rw [← coeff_zero_eq_eval_zero, coulombPoly_coeff]
    simp [coulombCoeff]
  refine (hasDerivAt_oddState n 0).congr_deriv ?_
  simp [derivative_mul, h0]

/-- Away from the nucleus the second derivative exists and `u'' = (1/n² - 2/|z|) u`. -/
theorem hasDerivAt_deriv_oddState {n : ℕ} (hn : 1 ≤ n) {z : ℝ} (hz : z ≠ 0) :
    HasDerivAt (deriv (oddState n)) ((1 / (n : ℝ) ^ 2 - 2 / |z|) * oddState n z) z := by
  rw [show deriv (oddState n) = _ from funext fun t => (hasDerivAt_oddState n t).deriv]
  refine (hasDerivAt_polyExp_abs n _ hz).congr_deriv ?_
  have key := congrArg (eval |z|) (coulombPoly_ode hn)
  have hs : |z| * |z|⁻¹ = 1 := mul_inv_cancel₀ (abs_ne_zero.mpr hz)
  rw [oddState_eq]
  simp only [derivative_sub, derivative_C_mul, eval_sub, eval_mul, eval_C, eval_X] at key ⊢
  linear_combination Real.exp (-|z| / n) * (z / |z|) * key +
    (1 / (n : ℝ)) ^ 2 * (coulombPoly n).eval |z| * Real.exp (-|z| / n) * z * hs

/-- A polynomial times a decaying exponential is bounded on the half-line. -/
lemma polyExp_bounded {a : ℝ} (ha : 0 < a) (Q : ℝ[X]) :
    ∃ M : ℝ, ∀ s : ℝ, 0 ≤ s → |Q.eval s| * Real.exp (-(a * s)) ≤ M := by
  induction Q using Polynomial.induction_on' with
  | add p q hp hq =>
    obtain ⟨M, hM⟩ := hp
    obtain ⟨N, hN⟩ := hq
    refine ⟨M + N, fun s hs => ?_⟩
    have h := mul_le_mul_of_nonneg_right (abs_add_le (p.eval s) (q.eval s))
      (Real.exp_pos (-(a * s))).le
    rw [eval_add]
    linarith [hM s hs, hN s hs]
  | monomial k c =>
    refine ⟨|c| * (k.factorial / a ^ k), fun s hs => ?_⟩
    have h := Real.pow_div_factorial_le_exp (a * s) (mul_nonneg ha.le hs) k
    rw [div_le_iff₀ (by positivity), mul_pow] at h
    rw [eval_monomial, abs_mul, abs_of_nonneg (pow_nonneg hs k), mul_assoc]
    refine mul_le_mul_of_nonneg_left ?_ (abs_nonneg c)
    rw [Real.exp_neg, ← div_eq_mul_inv, div_le_div_iff₀ (Real.exp_pos _) (pow_pos ha k)]
    linarith

/-- The odd state is square-integrable on the line. -/
theorem oddState_normalizable {n : ℕ} (hn : 1 ≤ n) :
    MeasureTheory.Integrable (fun z => oddState n z ^ 2) := by
  have ha : 0 < 2 / (n : ℝ) := by positivity
  obtain ⟨M, hM⟩ := polyExp_bounded ha ((1 + X ^ 2) * X ^ 2 * coulombPoly n ^ 2)
  have hd : Differentiable ℝ (oddState n) := fun z => (hasDerivAt_oddState n z).differentiableAt
  -- compare the density with a multiple of `1 / (1 + z²)`
  refine (integrable_inv_one_add_sq.const_mul M).mono'
    (hd.continuous.pow 2).aestronglyMeasurable (Filter.Eventually.of_forall fun z => ?_)
  rw [Real.norm_of_nonneg (sq_nonneg _), ← div_eq_mul_inv, le_div_iff₀ (by positivity)]
  refine le_trans (le_of_eq ?_) (hM |z| (abs_nonneg z))
  have hE : Real.exp (-|z| / n) ^ 2 = Real.exp (-(2 / n * |z|)) := by
    rw [← Real.exp_nat_mul]
    congr 1
    push_cast
    ring
  have hnn : 0 ≤ (1 + z ^ 2) * z ^ 2 * (coulombPoly n).eval |z| ^ 2 := by positivity
  simp only [eval_mul, eval_add, eval_one, eval_pow, eval_X, sq_abs]
  rw [abs_of_nonneg hnn, ← hE, oddState_eq]
  ring

/-- For each `n ≥ 1` the state `u` is odd, differentiable on the whole line, not identically zero
and square-integrable, and away from the nucleus it is twice differentiable with
`Hu = -u/(2n²)`. -/
theorem odd_states_have_rydberg_energies {n : ℕ} (hn : 1 ≤ n) :
    (∀ z, oddState n (-z) = -oddState n z) ∧
    Differentiable ℝ (oddState n) ∧
    (∃ z, oddState n z ≠ 0) ∧
    MeasureTheory.Integrable (fun z => oddState n z ^ 2) ∧
    ∀ z, z ≠ 0 → DifferentiableAt ℝ (deriv (oddState n)) z ∧
      coulombHamiltonian (oddState n) z = -(1 / (2 * (n : ℝ) ^ 2)) * oddState n z := by
  refine ⟨fun z => ?_, fun z => (hasDerivAt_oddState n z).differentiableAt, ?_,
    oddState_normalizable hn, fun z hz => ?_⟩
  · unfold oddState
    rw [abs_neg]
    ring
  · -- a vanishing state would have slope zero at the nucleus, not `n`
    by_contra hcon
    push Not at hcon
    have h := oddState_slope_nucleus n
    rw [show oddState n = fun _ => (0 : ℝ) from funext hcon] at h
    have h0 : (n : ℝ) = 0 := h.unique (hasDerivAt_const 0 0)
    have hpos : (0 : ℝ) < n := by positivity
    linarith
  · have h := hasDerivAt_deriv_oddState hn hz
    refine ⟨h.differentiableAt, ?_⟩
    rw [coulombHamiltonian, h.deriv]
    ring

end

end OneDimensionalHydrogen
```

```lean
#print axioms OneDimensionalHydrogen.odd_states_have_rydberg_energies
-- 'OneDimensionalHydrogen.odd_states_have_rydberg_energies' depends on axioms: [propext, Classical.choice, Quot.sound]
```

`coulombCoeff_succ` is the recurrence, and `coulombPoly_ode` turns it into the equation for $f$ by comparing coefficients. `hasDerivAt_polyExp_abs` differentiates $Q(|z|)e^{-|z|/a}$ away from the origin, for any polynomial $Q$; the result has the same form, times the sign $z/|z|$.

`hasDerivAt_oddState` uses this with $Q=P$ and treats the origin by the difference quotient. `hasDerivAt_deriv_oddState` uses it again with $Q=f'-f/n$, and `linear_combination` inserts the equation for $f$. `polyExp_bounded` and `oddState_normalizable` carry out the decay estimate. In the final theorem, a vanishing $u$ would have slope 0 at the nucleus, contradicting `oddState_slope_nucleus`.

## `HasDerivAt` and the second derivative

The proof turns on `HasDerivAt g m x`, which says that the function `g` is differentiable at `x` with derivative `m`. Since `hasDerivAt_oddState` supplies this at every point, `funext` can replace the whole function `deriv (oddState n)` by its explicit formula. The second derivative is then an ordinary differentiation of that formula, and `congr_deriv` leaves only an algebraic identity between the computed value and $(1/n^2-2/|z|)u$.
